# Mohr's circle for the normal and shear stress on a plane whose normal is tilted between two orthonormal principal axes

Let `u` and `v` be orthonormal principal axes of a stress matrix, that is, eigenvectors with principal stresses `a` and `c`, where `a` ≥ `c`; the matrix is real and of finite size, and is not assumed symmetric. The theorem `mohr_circle` says that cos θ `u` + sin θ `v` is again a unit vector, and that the plane with this normal carries normal stress (a + c)/2 + (a − c)/2 · cos 2θ and shear stress of magnitude (a − c)/2 · |sin 2θ|. The attempt writes the traction on the plane in terms of `u` and `v` and reads off the normal stress. For the shear stress it notes that both sides are nonnegative, so that it is enough to compare their squares, and then calls on `shearStress_sq`, by which the squared shear stress is the squared traction minus the squared normal stress.

In Lean, a first try:

```lean
import Mathlib

open Matrix

namespace MohrCircle

noncomputable section

variable {n : ℕ} {s : Matrix (Fin n) (Fin n) ℝ} {a c : ℝ}

/-- Normal stress `m · s m` on the plane with unit normal `m`, tension counted positive. -/
def normalStress (s : Matrix (Fin n) (Fin n) ℝ) (m : Fin n → ℝ) : ℝ :=
  m ⬝ᵥ (s *ᵥ m)

/-- Shear stress on the plane with unit normal `m`: the Euclidean length of the traction `s m`
after its normal part has been removed. -/
def shearStress (s : Matrix (Fin n) (Fin n) ℝ) (m : Fin n → ℝ) : ℝ :=
  √((s *ᵥ m - normalStress s m • m) ⬝ᵥ (s *ᵥ m - normalStress s m • m))

/-- The combination `cos θ u + sin θ v`. For orthonormal `u` and `v` it is `u` turned towards `v`
through the angle `θ`. -/
def tiltedNormal (u v : Fin n → ℝ) (θ : ℝ) : Fin n → ℝ :=
  Real.cos θ • u + Real.sin θ • v

/-- Pythagoras for the traction on a plane with unit normal: the squared shear stress is the
squared traction minus the squared normal stress. -/
theorem shearStress_sq {m : Fin n → ℝ} (hm : m ⬝ᵥ m = 1) :
    shearStress s m ^ 2 = (s *ᵥ m) ⬝ᵥ (s *ᵥ m) - normalStress s m ^ 2 := by
  have h1 : (s *ᵥ m) ⬝ᵥ m = normalStress s m := dotProduct_comm _ _
  have h2 : m ⬝ᵥ (s *ᵥ m) = normalStress s m := rfl
  unfold shearStress
  have h0 : 0 ≤ (s *ᵥ m - normalStress s m • m) ⬝ᵥ (s *ᵥ m - normalStress s m • m) :=
    Finset.sum_nonneg fun i _ => mul_self_nonneg _
  rw [Real.sq_sqrt h0]
  simp only [sub_dotProduct, dotProduct_sub, smul_dotProduct, dotProduct_smul, smul_eq_mul,
    h1, h2, hm]
  ring

/-- Turning the normal by `θ` between orthonormal principal axes with stresses `a ≥ c` keeps it a
unit vector and puts the stress state at the angle `2θ` on the Mohr circle, with the shear stress
taken as an absolute value. -/
theorem mohr_circle {u v : Fin n → ℝ} (hu : u ⬝ᵥ u = 1) (hv : v ⬝ᵥ v = 1)
    (huv : u ⬝ᵥ v = 0) (su : s *ᵥ u = a • u) (sv : s *ᵥ v = c • v) (hca : c ≤ a) (θ : ℝ) :
    tiltedNormal u v θ ⬝ᵥ tiltedNormal u v θ = 1 ∧
    normalStress s (tiltedNormal u v θ) = (a + c) / 2 + (a - c) / 2 * Real.cos (2 * θ) ∧
    shearStress s (tiltedNormal u v θ) = (a - c) / 2 * |Real.sin (2 * θ)| := by
  have h := Real.sin_sq_add_cos_sq θ
  have hvu : v ⬝ᵥ u = 0 := (dotProduct_comm _ _).trans huv
  have hm : tiltedNormal u v θ ⬝ᵥ tiltedNormal u v θ = 1 := by
    simp only [tiltedNormal, add_dotProduct, dotProduct_add, smul_dotProduct, dotProduct_smul,
      smul_eq_mul, hu, hv, huv, hvu]
    linear_combination h
  have hsm : s *ᵥ tiltedNormal u v θ = (a * Real.cos θ) • u + (c * Real.sin θ) • v := by
    rw [tiltedNormal, Matrix.mulVec_add, Matrix.mulVec_smul, Matrix.mulVec_smul, su, sv]
    module
  have hN : normalStress s (tiltedNormal u v θ)
      = a * Real.cos θ ^ 2 + c * Real.sin θ ^ 2 := by
    rw [normalStress, hsm]
    simp only [tiltedNormal, add_dotProduct, dotProduct_add, smul_dotProduct, dotProduct_smul,
      smul_eq_mul, hu, hv, huv, hvu]
    ring
  refine ⟨hm, ?_, ?_⟩
  · rw [hN, Real.cos_two_mul]
    linear_combination c * h
  · -- both sides are nonnegative, so it is enough to compare squares
    have h0 : 0 ≤ (a - c) / 2 * |Real.sin (2 * θ)| :=
      mul_nonneg (by linarith) (abs_nonneg _)
    refine (sq_eq_sq₀ (Real.sqrt_nonneg _) h0).1 ?_
    rw [shearStress_sq hm, hN, hsm, mul_pow, sq_abs, Real.sin_two_mul]
    simp only [add_dotProduct, dotProduct_add, smul_dotProduct, dotProduct_smul,
      smul_eq_mul, hu, hv, huv, hvu]
    linear_combination (-(a ^ 2 * Real.cos θ ^ 2 + c ^ 2 * Real.sin θ ^ 2)) * h

end

end MohrCircle
```

The error:

```
Main.lean:69:8: error: Tactic `rewrite` failed: Did not find an occurrence of the pattern
  shearStress ?m.388 (tiltedNormal u v θ) ^ 2
in the target expression
  √((s *ᵥ tiltedNormal u v θ - normalStress s (tiltedNormal u v θ) • tiltedNormal u v θ) ⬝ᵥ
          (s *ᵥ tiltedNormal u v θ - normalStress s (tiltedNormal u v θ) • tiltedNormal u v θ)) ^
      2 =
    ((a - c) / 2 * |Real.sin (2 * θ)|) ^ 2

case refine_2
n : ℕ
s : Matrix (Fin n) (Fin n) ℝ
a c : ℝ
u v : Fin n → ℝ
hu : u ⬝ᵥ u = 1
hv : v ⬝ᵥ v = 1
huv : u ⬝ᵥ v = 0
su : s *ᵥ u = a • u
sv : s *ᵥ v = c • v
hca : c ≤ a
θ : ℝ
h : Real.sin θ ^ 2 + Real.cos θ ^ 2 = 1
hvu : v ⬝ᵥ u = 0
hm : tiltedNormal u v θ ⬝ᵥ tiltedNormal u v θ = 1
hsm : s *ᵥ tiltedNormal u v θ = (a * Real.cos θ) • u + (c * Real.sin θ) • v
hN : normalStress s (tiltedNormal u v θ) = a * Real.cos θ ^ 2 + c * Real.sin θ ^ 2
h0 : 0 ≤ (a - c) / 2 * |Real.sin (2 * θ)|
⊢ √((s *ᵥ tiltedNormal u v θ - normalStress s (tiltedNormal u v θ) • tiltedNormal u v θ) ⬝ᵥ
          (s *ᵥ tiltedNormal u v θ - normalStress s (tiltedNormal u v θ) • tiltedNormal u v θ)) ^
      2 =
    ((a - c) / 2 * |Real.sin (2 * θ)|) ^ 2
```

What went wrong. The message says that `rw [shearStress_sq hm]` found no `shearStress … ^ 2` in the goal. The goal has the square of an explicit square root instead, which is the definition of `shearStress` written out.

The step before put it there. In `sq_eq_sq₀ (Real.sqrt_nonneg _) h0`, the first argument proves that some square root is nonnegative, so the left-hand quantity has the form `√_`. To match this with the goal, Lean unfolded `shearStress`, and the new goal kept the unfolded form. The two forms are equal by definition, but `rw` does not unfold `shearStress` when it looks for its pattern.

The repair first states the nonnegativity as `h1 : 0 ≤ shearStress s (tiltedNormal u v θ)`. `Real.sqrt_nonneg _` still proves it, since Lean unfolds the definition to check the proof, but the type of `h1` keeps the name `shearStress`. With `h1` passed to `sq_eq_sq₀`, the new goal has `shearStress s (tiltedNormal u v θ) ^ 2` on the left, and the rewrite finds its pattern.

Lean accepts the file once it reads:

```diff
@@ -66,5 +66,6 @@
     have h0 : 0 ≤ (a - c) / 2 * |Real.sin (2 * θ)| :=
       mul_nonneg (by linarith) (abs_nonneg _)
-    refine (sq_eq_sq₀ (Real.sqrt_nonneg _) h0).1 ?_
+    have h1 : 0 ≤ shearStress s (tiltedNormal u v θ) := Real.sqrt_nonneg _
+    refine (sq_eq_sq₀ h1 h0).1 ?_
     rw [shearStress_sq hm, hN, hsm, mul_pow, sq_abs, Real.sin_two_mul]
     simp only [add_dotProduct, dotProduct_add, smul_dotProduct, dotProduct_smul,
```
